# For non-integer x, the cloud-in-cell alias sum Σ_l (sin πx / (π(x+l)))⁴ equals 1 − (2/3) sin² πx

When a particle-mesh code spreads charges onto mesh points, wave numbers that differ by a reciprocal mesh vector (aliases) become indistinguishable on the mesh. Each alias carries a weight, the Fourier transform of the assignment function. Here that weight is computed from the linear assignment function, not postulated as a power of sinc, and its square is summed over all aliases. Lengths are in mesh spacings. Wave numbers are in cycles per mesh spacing, so the usual angular wave number is 2π times larger.

```lean
import Mathlib

open MeasureTheory
open Complex (I)
open scoped Real

namespace CloudInCell

noncomputable section
```

Linear assignment gives a mesh point at distance |t| ≤ 1 from a unit charge the weight 1 − |t|. This hat is the assignment function; the cloud in the method's name is a uniform one of width 1, and the hat is the share of it that lies within half a spacing of the mesh point. The transform W(k) of the hat, called `cicTransform k` in Lean, is

W(k) = ∫₋₁¹ (1 − |t|) e^(−2πikt) dt.

```lean
/-- Fourier transform of the linear (cloud-in-cell) assignment function `1 - |t|` on `[-1, 1]`,
with lengths in mesh spacings and `k` in cycles per mesh spacing. -/
def cicTransform (k : ℝ) : ℂ :=
  ∫ t in (-1 : ℝ)..1, ((1 - |t| : ℝ) : ℂ) * Complex.exp ((-2 * π * I * k) * t)
```

A charge at position t in a cell, 0 ≤ t ≤ 1, gives weight 1 − t to the left mesh point and t to the right one. Multiplying each weight by the phase of a plane wave of wave number x, taken at the signed displacement from that mesh point, gives the folded cloud

f_x(t) = (1 − t) e^(−2πixt) + t e^(−2πix(t−1)).

```lean
/-- The sum of the two linear assignment weights at position `t` in a mesh cell, each multiplied by
the plane-wave phase of wave number `x` at the displacement from its mesh point. -/
def foldedCloud (x t : ℝ) : ℂ :=
  (1 - t) * Complex.exp ((-2 * π * I * x) * t) + t * Complex.exp ((-2 * π * I * x) * (t - 1))
```

## The transform of the hat

Shifting the left half of the hat by one spacing turns its weight into 1 − |t − 1| = t. For any complex c,

∫₋₁¹ (1 − |t|) e^(ct) dt = ∫₀¹ [(1 − t) e^(ct) + t e^(c(t−1))] dt.

The proof splits the integral at 0, shifts the left part and compares integrands.

```lean
/-- An exponential integrated against the hat function equals an integral over a single cell,
in which both linear weights appear. -/
theorem integral_hat_fold (c : ℂ) :
    ∫ t in (-1 : ℝ)..1, ((1 - |t| : ℝ) : ℂ) * Complex.exp (c * t) =
      ∫ t in (0 : ℝ)..1,
        ((1 - (t : ℂ)) * Complex.exp (c * t) + t * Complex.exp (c * (t - 1))) := by
  let g : ℝ → ℂ := fun t => ((1 - |t| : ℝ) : ℂ) * Complex.exp (c * t)
  have hg : Continuous g := by fun_prop
  have hg' : Continuous (fun t : ℝ => g (t - 1)) := hg.comp (continuous_id.sub continuous_const)
  -- shift the left half of the hat into the cell
  have h : ∫ t in (-1 : ℝ)..0, g t = ∫ t in (0 : ℝ)..1, g (t - 1) := by
    rw [intervalIntegral.integral_comp_sub_right g 1, zero_sub, sub_self]
  change ∫ t in (-1 : ℝ)..1, g t = _
  rw [← intervalIntegral.integral_add_adjacent_intervals (hg.intervalIntegrable (-1) 0)
    (hg.intervalIntegrable 0 1), h, add_comm,
    ← intervalIntegral.integral_add (hg.intervalIntegrable 0 1) (hg'.intervalIntegrable 0 1)]
  apply intervalIntegral.integral_congr
  intro t ht
  rw [Set.uIcc_of_le zero_le_one] at ht
  have h1 : |t| = t := abs_of_nonneg ht.1
  have h2 : |t - 1| = -(t - 1) := abs_of_nonpos (by linarith [ht.2])
  simp only [g, h1, h2]
  push_cast
  ring
```

For c ≠ 0 the folded integrand has the antiderivative

F(t) = ((1 − t)/c + 1/c²) e^(ct) + (t/c − 1/c²) e^(c(t−1)),

so the integral is

F(1) − F(0) = (e^c + e^(−c) − 2)/c².

Lean checks F by the product rule (`hF`), then applies the fundamental theorem of calculus.

```lean
/-- The hat function integrated against `exp (c t)`, for a nonzero complex rate `c`. -/
theorem integral_hat_exp (c : ℂ) (hc : c ≠ 0) :
    ∫ t in (-1 : ℝ)..1, ((1 - |t| : ℝ) : ℂ) * Complex.exp (c * t) =
      (Complex.exp c + Complex.exp (-c) - 2) / c ^ 2 := by
  rw [integral_hat_fold]
  have hd : c * c⁻¹ = 1 := mul_inv_cancel₀ hc
  -- an explicit antiderivative
  have hF : ∀ t : ℝ, HasDerivAt
      (fun s : ℝ => ((1 - (s : ℂ)) * c⁻¹ + c⁻¹ ^ 2) * Complex.exp (c * s)
        + ((s : ℂ) * c⁻¹ - c⁻¹ ^ 2) * Complex.exp (c * (s - 1)))
      ((1 - (t : ℂ)) * Complex.exp (c * t) + t * Complex.exp (c * (t - 1))) t := by
    intro t
    have h1 : HasDerivAt (fun s : ℝ => (s : ℂ)) 1 t := by
      simpa using (hasDerivAt_id' t).ofReal_comp
    have hA := (((h1.const_sub 1).mul_const c⁻¹).add_const (c⁻¹ ^ 2)).fun_mul
      (h1.const_mul c).cexp
    have hB := ((h1.mul_const c⁻¹).sub_const (c⁻¹ ^ 2)).fun_mul
      ((h1.sub_const 1).const_mul c).cexp
    refine (hA.fun_add hB).congr_deriv ?_
    linear_combination ((1 - (t : ℂ)) * Complex.exp (c * t) + c⁻¹ * Complex.exp (c * t)
      + t * Complex.exp (c * (t - 1)) - c⁻¹ * Complex.exp (c * (t - 1))) * hd
  rw [intervalIntegral.integral_eq_sub_of_hasDerivAt (fun t _ => hF t)
    (Continuous.intervalIntegrable (by fun_prop) 0 1)]
  simp only [Complex.ofReal_one, Complex.ofReal_zero, mul_one, mul_zero, sub_self, zero_sub,
    Complex.exp_zero, mul_neg]
  rw [div_eq_mul_inv, ← inv_pow]
  ring
```

Put c = −2πik. The numerator is 2 cos 2πk − 2 = −4 sin² πk and the denominator is −4π²k², hence

W(k) = sinc²(πk), with sinc u = sin u / u and sinc 0 = 1.

The case k = 0 is separate: the hat has area 1.

```lean
/-- The transform of the linear assignment function is the square of `sinc (π k)`. -/
theorem cicTransform_eq (k : ℝ) : cicTransform k = ((Real.sinc (π * k) ^ 2 : ℝ) : ℂ) := by
  rcases eq_or_ne k 0 with rfl | hk
  · rw [cicTransform, integral_hat_fold]
    simp
  have hp : π * k ≠ 0 := mul_ne_zero Real.pi_ne_zero hk
  have hpc : (π : ℂ) * k ≠ 0 := by exact_mod_cast hp
  have hc2 : (-2 * π * I * k : ℂ) ^ 2 = -4 * ((π : ℂ) * k) ^ 2 := by
    linear_combination 4 * ((π : ℂ) * k) ^ 2 * Complex.I_sq
  have hc : (-2 * π * I * k : ℂ) ≠ 0 := by
    intro h
    rw [h] at hc2
    exact mul_ne_zero (by norm_num) (pow_ne_zero 2 hpc) (hc2.symm.trans (by norm_num))
  have hcos : Complex.exp (-2 * π * I * k) + Complex.exp (-(-2 * π * I * k))
      = 2 * Complex.cos (2 * (π * k)) := by
    rw [Complex.cos, show 2 * ((π : ℂ) * k) * I = -(-2 * π * I * k) by ring,
      show -(2 * ((π : ℂ) * k)) * I = -2 * π * I * k by ring]
    ring
  have hs : 2 * Complex.cos (2 * (π * k)) - 2 = -4 * Complex.sin (π * k) ^ 2 := by
    rw [Complex.cos_two_mul]
    linear_combination 4 * Complex.sin_sq_add_cos_sq ((π : ℂ) * k)
  rw [cicTransform, integral_hat_exp _ hc, hcos, hs, hc2, Real.sinc_of_ne_zero hp,
    mul_div_mul_left _ _ (by norm_num : (-4 : ℂ) ≠ 0)]
  push_cast
  rw [div_pow]
```

## Alias weights as Fourier coefficients

For integer l, e^(−2πil(t−1)) = e^(−2πilt). This common phase factors out of both terms of the folded integral for W(x + l), leaving

∫₀¹ e^(−2πilt) f_x(t) dt = W(x + l).

The weights of the aliases of x are therefore the Fourier coefficients of one function on one cell. In the proof, `e3` is the phase identity.

```lean
/-- The Fourier coefficients of the folded cloud on one cell are the aliases of the
assignment transform. -/
theorem fourierCoeffOn_foldedCloud (x : ℝ) (l : ℤ) :
    fourierCoeffOn (zero_lt_one' ℝ) (foldedCloud x) l = cicTransform (x + l) := by
  rw [fourierCoeffOn_eq_integral, cicTransform, integral_hat_fold,
    show (1 / ((1 : ℝ) - 0)) = 1 by norm_num, one_smul]
  apply intervalIntegral.integral_congr
  intro t _
  have e1 : fourier (-l) (t : AddCircle ((1 : ℝ) - 0)) = Complex.exp (-2 * π * I * l * t) := by
    rw [fourier_coe_apply]
    congr 1
    push_cast
    ring
  have e2 : Complex.exp ((-2 * π * I * ((x + l : ℝ) : ℂ)) * t)
      = Complex.exp (-2 * π * I * l * t) * Complex.exp ((-2 * π * I * x) * t) := by
    rw [← Complex.exp_add]
    congr 1
    push_cast
    ring
  -- a shift by one mesh spacing does not change the phase of a reciprocal mesh vector
  have e3 : Complex.exp ((-2 * π * I * ((x + l : ℝ) : ℂ)) * (t - 1))
      = Complex.exp (-2 * π * I * l * t) * Complex.exp ((-2 * π * I * x) * (t - 1)) := by
    rw [show (-2 * π * I * ((x + l : ℝ) : ℂ)) * (t - 1)
      = -2 * π * I * l * t + (-2 * π * I * x) * (t - 1) + l * (2 * π * I) by push_cast; ring,
      Complex.exp_add, Complex.exp_add, Complex.exp_int_mul_two_pi_mul_I, mul_one]
  simp only [foldedCloud, smul_eq_mul]
  rw [e1, e2, e3]
  ring
```

Since f_x(t) = e^(−2πixt) [1 − t + t e^(2πix)],

|f_x(t)|² = (1 − t)² + t² + 2t(1 − t) cos 2πx
= 1 − 2t(1 − t)(1 − cos 2πx)
= 1 − 4 sin²(πx) t(1 − t).

```lean
/-- Squared modulus of the folded cloud at position `t`. -/
theorem norm_sq_foldedCloud (x t : ℝ) :
    ‖foldedCloud x t‖ ^ 2 = 1 - 4 * Real.sin (π * x) ^ 2 * (t * (1 - t)) := by
  have h : foldedCloud x t = Complex.exp (((-2 * π * x * t : ℝ) : ℂ) * I) *
      (((1 - t + t * Real.cos (2 * π * x) : ℝ) : ℂ)
        + ((t * Real.sin (2 * π * x) : ℝ) : ℂ) * I) := by
    have e0 : Complex.exp ((-2 * π * I * x) * t)
        = Complex.exp (((-2 * π * x * t : ℝ) : ℂ) * I) := by
      congr 1
      push_cast
      ring
    have e1 : Complex.exp ((-2 * π * I * x) * (t - 1))
        = Complex.exp (((-2 * π * x * t : ℝ) : ℂ) * I) *
          (Complex.cos ((2 * π * x : ℝ) : ℂ) + Complex.sin ((2 * π * x : ℝ) : ℂ) * I) := by
      rw [← Complex.exp_mul_I, ← Complex.exp_add]
      congr 1
      push_cast
      ring
    rw [foldedCloud, e0, e1]
    push_cast
    ring
  have hC : Real.cos (2 * π * x) = 1 - 2 * Real.sin (π * x) ^ 2 := by
    rw [show 2 * π * x = 2 * (π * x) by ring, Real.cos_two_mul]
    linarith [Real.sin_sq_add_cos_sq (π * x)]
  rw [h, norm_mul, Complex.norm_exp_ofReal_mul_I, one_mul, Complex.sq_norm,
    Complex.normSq_add_mul_I]
  linear_combination t ^ 2 * Real.sin_sq_add_cos_sq (2 * π * x) + 2 * t * (1 - t) * hC
```

Parseval's identity now gives

Σ_l |W(x + l)|² = ∫₀¹ |f_x(t)|² dt = 1 − 4 sin²(πx) (1/2 − 1/3) = 1 − (2/3) sin² πx.

`HasSum` states that the series over all integers converges, in any order, to this value. The proof bounds |f_x| by 1 to obtain square integrability (`hL2`), evaluates the integral (`hint`) and applies Parseval. Every real x is allowed.

```lean
/-- For every real wave number `x`, the squared assignment transform summed over all aliases
`x + l` is `1 - (2/3) sin² (π x)`. -/
theorem hasSum_norm_sq_cicTransform (x : ℝ) :
    HasSum (fun l : ℤ => ‖cicTransform (x + l)‖ ^ 2) (1 - 2 / 3 * Real.sin (π * x) ^ 2) := by
  have hcont : Continuous (foldedCloud x) := by
    unfold foldedCloud
    fun_prop
  have hL2 : MemLp (foldedCloud x) 2 (volume.restrict (Set.Ioc (0 : ℝ) 1)) := by
    refine MemLp.of_bound hcont.aestronglyMeasurable 1 ?_
    filter_upwards [ae_restrict_mem measurableSet_Ioc] with t ht
    have h1 := norm_sq_foldedCloud x t
    have h2 := mul_nonneg (sq_nonneg (Real.sin (π * x)))
      (mul_nonneg ht.1.le (sub_nonneg.2 ht.2))
    by_contra h3
    nlinarith [not_le.1 h3]
  have hint : ∫ t in (0 : ℝ)..1, ‖foldedCloud x t‖ ^ 2
      = 1 - 2 / 3 * Real.sin (π * x) ^ 2 := by
    simp only [norm_sq_foldedCloud]
    have hF : ∀ t : ℝ, HasDerivAt
        (fun u : ℝ => u - 4 * Real.sin (π * x) ^ 2 * (u * u / 2 - u * u * u / 3))
        (1 - 4 * Real.sin (π * x) ^ 2 * (t * (1 - t))) t := by
      intro t
      have h := hasDerivAt_id' t
      refine (h.fun_sub ((((h.fun_mul h).div_const 2).fun_sub
        (((h.fun_mul h).fun_mul h).div_const 3)).const_mul
          (4 * Real.sin (π * x) ^ 2))).congr_deriv ?_
      ring
    rw [intervalIntegral.integral_eq_sub_of_hasDerivAt (fun t _ => hF t)
      (Continuous.intervalIntegrable (by fun_prop) 0 1)]
    ring
  -- Parseval's identity on one mesh cell
  have h := hasSum_sq_fourierCoeffOn (hab := zero_lt_one' ℝ) hL2
  simp only [fourierCoeffOn_foldedCloud] at h
  rw [hint, sub_zero, inv_one, one_smul] at h
  exact h
```

## The quotient form

For non-integer x no denominator x + l vanishes, and sin π(x + l) = (−1)^l sin πx. The fourth power removes the sign, so

|W(x + l)|² = (sin πx / (π(x + l)))⁴.

The hypothesis `hx` says that x differs from every integer. Without it the statement fails: at x = 0 every term with l ≠ 0 is zero, and Lean reads the remaining 0/0 as 0, so the sum is 0 while the right-hand side is 1.

At x = 1/2 the terms are 16/(π⁴(2l + 1)⁴). The pair l = 0, −1 gives 0.3285, the pair l = 1, −2 adds 0.0041, and the next pair adds 0.0005. The total so far is 0.3331, against the exact 1/3.

```lean
/-- Cloud-in-cell alias sum: for non-integer `x`, the fourth powers of
`sin (π x) / (π (x + l))` over all integers `l` sum to `1 - (2/3) sin² (π x)`. -/
theorem cic_alias_sum (x : ℝ) (hx : ∀ n : ℤ, x ≠ n) :
    HasSum (fun l : ℤ => (Real.sin (π * x) / (π * (x + l))) ^ 4)
      (1 - 2 / 3 * Real.sin (π * x) ^ 2) := by
  have e : (fun l : ℤ => (Real.sin (π * x) / (π * (x + l))) ^ 4)
      = fun l : ℤ => ‖cicTransform (x + l)‖ ^ 2 := by
    funext l
    have hl : x + l ≠ 0 := by
      intro h
      apply hx (-l)
      push_cast
      linarith
    have hsin : Real.sin (π * (x + l)) ^ 4 = Real.sin (π * x) ^ 4 := by
      rw [show π * (x + l) = π * x + l * π by ring, Real.sin_add_int_mul_pi]
      rcases Int.even_or_odd l with h | h
      · rw [h.neg_one_zpow, one_mul]
      · rw [h.neg_one_zpow]
        ring
    rw [cicTransform_eq, Complex.norm_real, Real.norm_eq_abs, sq_abs,
      Real.sinc_of_ne_zero (mul_ne_zero Real.pi_ne_zero hl), ← pow_mul, div_pow, div_pow, hsin]
  rw [e]
  exact hasSum_norm_sq_cicTransform x
```

## The smallest value, and three dimensions

Because 1 − (2/3) sin² πx = 1/3 + (2/3) cos² πx, the alias sum is at least 1/3, with equality exactly when cos πx = 0, that is, when x = n + 1/2 for an integer n. These are the Nyquist wave number and its aliases.

```lean
/-- The alias sum is at least `1/3`, with equality exactly when `x` is an integer plus `1/2`. -/
theorem one_third_le_alias_sum (x : ℝ) :
    1 / 3 ≤ ∑' l : ℤ, ‖cicTransform (x + l)‖ ^ 2 ∧
      (∑' l : ℤ, ‖cicTransform (x + l)‖ ^ 2 = 1 / 3 ↔ ∃ n : ℤ, x = n + 1 / 2) := by
  rw [(hasSum_norm_sq_cicTransform x).tsum_eq]
  have hsc := Real.sin_sq_add_cos_sq (π * x)
  refine ⟨by linarith [sq_nonneg (Real.cos (π * x))], ?_⟩
  have key : 1 - 2 / 3 * Real.sin (π * x) ^ 2 = 1 / 3 ↔ Real.cos (π * x) = 0 := by
    constructor
    · intro h
      have h0 : Real.cos (π * x) ^ 2 = 0 := by linarith
      exact (pow_eq_zero_iff two_ne_zero).1 h0
    · intro h
      rw [h] at hsc
      linarith
  rw [key, Real.cos_eq_zero_iff]
  constructor
  · rintro ⟨n, h⟩
    exact ⟨n, mul_left_cancel₀ Real.pi_ne_zero (by rw [h]; ring)⟩
  · rintro ⟨n, h⟩
    exact ⟨n, by rw [h]; ring⟩
```

On an orthogonal mesh the assignment function is a product of three hats. The wave-vector components x, y and z are each in cycles per mesh spacing along their own axis. All terms are nonnegative and summable, so the sum over alias triples factorises. `l.1`, `l.2.1` and `l.2.2` are the three alias integers.

In the particle-particle particle-mesh (P3M) method, with linear assignment and interpolation and with differentiation in Fourier space, the square of this sum enters the denominator of the optimal influence function. The error minimisation that puts it there is taken from the physics and is not derived here.

```lean
/-- On a three-dimensional mesh, the squared product transform summed over all alias triples is
the product of the three one-dimensional closed forms. -/
theorem cic_alias_sum_three_dim (x y z : ℝ) :
    HasSum (fun l : ℤ × ℤ × ℤ =>
        ‖cicTransform (x + l.1) * cicTransform (y + l.2.1) * cicTransform (z + l.2.2)‖ ^ 2)
      ((1 - 2 / 3 * Real.sin (π * x) ^ 2) * (1 - 2 / 3 * Real.sin (π * y) ^ 2) *
        (1 - 2 / 3 * Real.sin (π * z) ^ 2)) := by
  have hx := hasSum_norm_sq_cicTransform x
  have hy := hasSum_norm_sq_cicTransform y
  have hz := hasSum_norm_sq_cicTransform z
  have hyz := hy.mul hz (hy.summable.mul_of_nonneg hz.summable
    (fun _ => sq_nonneg _) (fun _ => sq_nonneg _))
  have h := hx.mul hyz (hx.summable.mul_of_nonneg hyz.summable
    (fun _ => sq_nonneg _) (fun _ => mul_nonneg (sq_nonneg _) (sq_nonneg _)))
  simpa only [norm_mul, mul_pow, mul_assoc] using h

end

end CloudInCell
```

```lean
#print axioms CloudInCell.cic_alias_sum
#print axioms CloudInCell.one_third_le_alias_sum
#print axioms CloudInCell.cic_alias_sum_three_dim
```

```
'CloudInCell.cic_alias_sum' depends on axioms: [propext, Classical.choice, Quot.sound]
'CloudInCell.one_third_le_alias_sum' depends on axioms: [propext, Classical.choice, Quot.sound]
'CloudInCell.cic_alias_sum_three_dim' depends on axioms: [propext, Classical.choice, Quot.sound]
```
